# Under polynomial filtering, an orbital S-orthogonal to a nondegenerate, lowest-lying ghost state stays at or above the next level

## Generalized levels, overlaps and filters

With ultrasoft pseudopotentials, the orbitals obey a generalized eigenvalue equation

\[ Hv = e\,Sv, \qquad v \neq 0, \]

where \(H\) is the Hermitian Hamiltonian matrix and \(S\) the overlap matrix, which includes the augmentation charges and is assumed to be positive definite. A real number \(e\) for which such a \(v\) exists is called a level. The following conventions hold throughout.

- \(\langle u, Av\rangle = u^\dagger A v\) is conjugate-linear in the first argument.
- Two orbitals are \(S\)-orthogonal if \(\langle u, Sv\rangle = 0\).
- The energy of an orbital \(y \neq 0\) is the generalized Rayleigh quotient \(\langle y,Hy\rangle/\langle y,Sy\rangle\). It does not depend on the normalization of \(y\).
- A polynomial filter \(p\) turns a starting orbital \(x\) into \(p(S^{-1}H)x\).

## A ghost that the starting orbital misses

A ghost is a spurious state of the pseudopotential, here one with a level \(e_0\) below the physical ones. An iterative eigensolver that searches for low energies should fall into it. Suppose, however, that the starting orbital has a different symmetry from the ghost \(g\), so that \(\langle g,Sx\rangle = 0\). How low can the energy of a filtered orbital then go?

If \(g\) is nondegenerate and every other level is at least \(e_1\), the energy never drops below \(e_1\), whatever the polynomial. For a fixed Hamiltonian in a finite basis, and in exact arithmetic, a reasonable energy reached by polynomial filtering from such a start is therefore no evidence that the ghost is absent.

## Derivation

**The overlap with the ghost stays zero.** Since \(H\) and \(S\) are Hermitian and \(e_0\) is real, the adjoint of \(Hg = e_0Sg\) is \(g^\dagger H = e_0\, g^\dagger S\). For any \(y\),

\[ \langle g, S\,S^{-1}Hy\rangle = g^\dagger H y = e_0\langle g,Sy\rangle . \]

Repeating this \(k\) times gives a factor \(e_0^k\), and by linearity

\[ \langle g, S\,p(S^{-1}H)x\rangle = p(e_0)\,\langle g,Sx\rangle = 0 . \]

**There is a complete \(S\)-orthonormal set of eigenvectors.** Diagonalize \(SU = U\,\mathrm{diag}(s_i)\) with \(U^\dagger U = 1\) and all \(s_i>0\), and set \(B = U\,\mathrm{diag}(s_i^{-1/2})\). Then \(B^\dagger S B = 1\), and because the matrices are square, also \(SBB^\dagger = 1\). The matrix \(K = B^\dagger H B\) is Hermitian, so \(KW = W\,\mathrm{diag}(\varepsilon_i)\) with \(W^\dagger W = 1\). For \(V = BW\),

\[ V^\dagger S V = W^\dagger W = 1, \qquad HV = SBB^\dagger HBW = SBKW = SV\,\mathrm{diag}(\varepsilon_i). \]

**The energy is a weighted mean of levels.** Let \(y = p(S^{-1}H)x \neq 0\) and \(c = V^\dagger S y\). From \(V^\dagger SV = 1\) follows \(VV^\dagger S = 1\), hence \(y = Vc\) and

\[ \langle y,Sy\rangle = \sum_j |c_j|^2, \qquad \langle y,Hy\rangle = \sum_j \varepsilon_j |c_j|^2 . \]

**The ghost has no weight.** Let \(v_j\) be column \(j\) of \(V\), so that \(c_j = \langle v_j,Sy\rangle\). If \(\varepsilon_j = e_0\), nondegeneracy gives \(v_j = a g\) for some number \(a\), and \(c_j = a^*\langle g,Sy\rangle = 0\). Otherwise \(\varepsilon_j \ge e_1\). In both cases \(\varepsilon_j|c_j|^2 \ge e_1|c_j|^2\). Summing over \(j\) and dividing by \(\langle y,Sy\rangle > 0\) gives the bound.

**Symmetry makes the overlap vanish.** Let \(R\) preserve the overlap matrix, \(R^\dagger S R = S\), with \(Rg = \alpha g\) and \(Rx = \beta x\). Then

\[ \langle g,Sx\rangle = \langle Rg,SRx\rangle = \alpha^*\beta\,\langle g,Sx\rangle, \]

so the overlap is zero whenever \(\alpha^*\beta \neq 1\). For phase factors this means \(\alpha \neq \beta\).

## Two orbitals

Take two equivalent overlapping orbitals with

\[ S = \begin{pmatrix}2&1\\1&2\end{pmatrix}, \qquad H = \begin{pmatrix}0&-3\\-3&0\end{pmatrix}. \]

The even combination \((1,1)/\sqrt6\) has level \(-1\) and the odd one \((1,-1)/\sqrt2\) has level \(3\); both are \(S\)-normalized. If the even state is the ghost, an odd start \(x\) gives \(p(S^{-1}H)x = p(3)x\). Its energy is 3 for every filter with \(p(3)\neq 0\), so the bound is attained.

With a single basis function and \(g \neq 0\), the condition \(\langle g,Sx\rangle=0\) forces \(x=0\). No nonzero filtered orbital exists, and the bound holds trivially.

## The statement in Lean

The main theorem is `ghost_never_revealed`. The finite type `n` labels the basis functions, orbitals are coefficient vectors `n → ℂ`, and `form A u v` is \(\langle u,Av\rangle\). The function `rayleigh` takes real parts of the two matrix elements, which are real already for Hermitian matrices. `filtered H S p x` is \(p(S^{-1}H)x\) with a complex polynomial, which includes the real ones.

The hypotheses have these meanings:

- `hH` says that \(H\) is Hermitian. `hS` says that \(S\) is positive definite: every nonzero orbital has a positive norm once its augmentation charge is counted. This is assumed of the pseudopotential.
- `hg` and `hsimple` say that \(g\) solves the equation at \(e_0\) and that every solution there is a multiple of \(g\). With a second independent eigenvector at \(e_0 < e_1\), one could choose it \(S\)-orthogonal to \(g\), start from it, and find the energy \(e_0\).
- `hnext` says that every level other than \(e_0\) is at least \(e_1\). Thus `e₁` is a lower bound and need not itself be a level. The ordering \(e_0<e_1\) describes the ghost but is not required.
- `hx` is the vanishing overlap, and `hy` says that the filter has not annihilated the orbital.

The conclusion is the inequality for the energy. A running calculation can differ from its hypotheses in two ways. A randomly chosen starting orbital generally overlaps with the ghost, so that `hx` fails. And even when `hx` holds, the iterate need not equal \(p(S^{-1}H)x\). Rounding can introduce a small ghost component, which later filtering may amplify, and a preconditioner generally leads out of this family of vectors. The preconditioner alone need not reveal the ghost: if \(H\), \(S\) and the preconditioner all respect the symmetry that separates \(x\) from \(g\), the overlap still stays zero in exact arithmetic.

`overlap_zero_of_symmetry` is the symmetry argument. `overlap_zero_of_symmetry_witness` checks its three equations for the exchange of the two orbitals above, where \(\alpha=1\) and \(\beta=-1\); it involves no Hamiltonian.

## The complete Lean source

```lean
import Mathlib

open Matrix Polynomial
open scoped ComplexOrder

namespace UltrasoftGhost

noncomputable section

variable {n : Type*} [Fintype n] [DecidableEq n]

/-- The matrix element `⟨u, A v⟩` of a matrix `A` between two orbitals. -/
def form (A : Matrix n n ℂ) (u v : n → ℂ) : ℂ := star u ⬝ᵥ (A *ᵥ v)

/-- The real part of `⟨y, H y⟩` divided by that of `⟨y, S y⟩`. For Hermitian `H` and `S` and
`⟨y, S y⟩ ≠ 0` this is the generalized Rayleigh quotient `⟨y, H y⟩ / ⟨y, S y⟩`. -/
def rayleigh (H S : Matrix n n ℂ) (y : n → ℂ) : ℝ := (form H y y).re / (form S y y).re

/-- The orbital `p(S⁻¹ H) x` made from `x` by a polynomial filter, for invertible `S`. -/
def filtered (H S : Matrix n n ℂ) (p : ℂ[X]) (x : n → ℂ) : n → ℂ :=
  (aeval (S⁻¹ * H) p) *ᵥ x

/-- A Hermitian matrix is diagonalized by a matrix with orthonormal columns. -/
theorem exists_eigenmatrix {A : Matrix n n ℂ} (hA : A.IsHermitian) :
    ∃ U : Matrix n n ℂ, Uᴴ * U = 1 ∧
      A * U = U * diagonal (fun i => (hA.eigenvalues i : ℂ)) := by
  refine ⟨Matrix.of fun i j => (hA.eigenvectorBasis j).ofLp i, ?_, ?_⟩
  · ext i j
    have h := orthonormal_iff_ite.1 hA.eigenvectorBasis.orthonormal i j
    rw [PiLp.inner_apply] at h
    rw [Matrix.mul_apply, Matrix.one_apply, ← h]
    refine Finset.sum_congr rfl fun k _ => ?_
    simp [mul_comm]
  · ext i j
    have h := congrFun (hA.mulVec_eigenvectorBasis j) i
    rw [Matrix.mul_diagonal]
    refine h.trans ?_
    simp [mul_comm]

/-- For Hermitian `H` and positive definite `S` there is a complete set of `S`-orthonormal
generalized eigenvectors, the columns of `V`, with real levels `ε`. -/
theorem exists_generalized_eigenbasis {H S : Matrix n n ℂ} (hH : H.IsHermitian)
    (hS : S.PosDef) : ∃ (V : Matrix n n ℂ) (ε : n → ℝ),
      Vᴴ * S * V = 1 ∧ H * V = S * V * diagonal (fun i => (ε i : ℂ)) := by
  obtain ⟨U, hU, hSU⟩ := exists_eigenmatrix hS.isHermitian
  let r : n → ℂ := fun i => (((√(hS.isHermitian.eigenvalues i))⁻¹ : ℝ) : ℂ)
  have hr : (diagonal r)ᴴ = diagonal r := by
    have h : star r = r := funext fun i => Complex.conj_ofReal _
    rw [diagonal_conjTranspose, h]
  -- rescaled eigenvectors of S turn the overlap matrix into the identity
  let B := U * diagonal r
  have hB : Bᴴ * (S * B) = 1 := by
    calc Bᴴ * (S * B) = diagonal r * (Uᴴ * (S * U)) * diagonal r := by
          simp only [B, conjTranspose_mul, hr, Matrix.mul_assoc]
      _ = diagonal r * diagonal (fun i => (hS.isHermitian.eigenvalues i : ℂ))
            * diagonal r := by
          rw [hSU, ← Matrix.mul_assoc Uᴴ, hU, Matrix.one_mul]
      _ = 1 := by
          rw [diagonal_mul_diagonal, diagonal_mul_diagonal, ← diagonal_one]
          congr 1
          funext i
          have hne := (Real.sqrt_pos.2 (hS.eigenvalues_pos i)).ne'
          have h : (√(hS.isHermitian.eigenvalues i))⁻¹ * hS.isHermitian.eigenvalues i
              * (√(hS.isHermitian.eigenvalues i))⁻¹ = 1 := by
            rw [mul_assoc, ← div_eq_mul_inv, Real.div_sqrt, inv_mul_cancel₀ hne]
          have h' := congrArg (fun t : ℝ => (t : ℂ)) h
          simp only [Complex.ofReal_mul, Complex.ofReal_one] at h'
          exact h'
  have hB' : S * B * Bᴴ = 1 := mul_eq_one_comm.1 hB
  -- diagonalize the Hamiltonian in the orthonormalized basis
  have hK : (Bᴴ * H * B).IsHermitian := isHermitian_conjTranspose_mul_mul B hH
  obtain ⟨W, hW, hKW⟩ := exists_eigenmatrix hK
  refine ⟨B * W, hK.eigenvalues, ?_, ?_⟩
  · calc (B * W)ᴴ * S * (B * W) = Wᴴ * (Bᴴ * (S * B)) * W := by
          simp only [conjTranspose_mul, Matrix.mul_assoc]
      _ = 1 := by rw [hB, Matrix.mul_one, hW]
  · calc H * (B * W) = S * B * Bᴴ * (H * (B * W)) := by rw [hB', Matrix.one_mul]
      _ = S * B * (Bᴴ * H * B * W) := by simp only [Matrix.mul_assoc]
      _ = _ := by rw [hKW]; simp only [Matrix.mul_assoc]

/-- If `Vᴴ A V` is diagonal with real entries `d`, the real part of `⟨V c, A V c⟩` is the sum of the
`d i` weighted by `|c i|²`. -/
theorem form_eq_sum {A V : Matrix n n ℂ} {d : n → ℝ}
    (h : Vᴴ * A * V = diagonal (fun i => (d i : ℂ))) (c : n → ℂ) :
    (form A (V *ᵥ c) (V *ᵥ c)).re = ∑ i, d i * Complex.normSq (c i) := by
  unfold form
  rw [Matrix.star_mulVec, ← Matrix.dotProduct_mulVec, Matrix.mulVec_mulVec,
    Matrix.mulVec_mulVec, h, dotProduct, Complex.re_sum]
  refine Finset.sum_congr rfl fun i _ => ?_
  simp only [Matrix.mulVec_diagonal, Pi.star_apply, Complex.star_def, Complex.mul_re,
    Complex.mul_im, Complex.conj_re, Complex.conj_im, Complex.ofReal_re,
    Complex.ofReal_im, Complex.normSq_apply]
  ring

/-- For Hermitian `H` and positive definite `S`, a polynomial filter multiplies the
`S`-overlap with a generalized eigenvector `g` of level `e` by `p(e)`. -/
theorem overlap_filtered {H S : Matrix n n ℂ} (hH : H.IsHermitian) (hS : S.PosDef)
    {g : n → ℂ} {e : ℝ} (hg : H *ᵥ g = (e : ℂ) • (S *ᵥ g)) (p : ℂ[X]) (x : n → ℂ) :
    form S g (filtered H S p x) = p.eval (e : ℂ) * form S g x := by
  have hdet : IsUnit S.det := (Matrix.isUnit_iff_isUnit_det _).1 hS.isUnit
  have hrow : star g ᵥ* H = (e : ℂ) • (star g ᵥ* S) := by
    have h := congrArg star hg
    rwa [star_smul, Matrix.star_mulVec, Matrix.star_mulVec, hH.eq, hS.isHermitian.eq,
      show star (e : ℂ) = e from Complex.conj_ofReal e] at h
  -- one application of S⁻¹H multiplies the overlap by e
  have hstep : ∀ y, form S g ((S⁻¹ * H) *ᵥ y) = e * form S g y := by
    intro y
    unfold form
    rw [Matrix.mulVec_mulVec, ← Matrix.mul_assoc, Matrix.mul_nonsing_inv _ hdet,
      Matrix.one_mul, Matrix.dotProduct_mulVec, hrow, smul_dotProduct, smul_eq_mul,
      ← Matrix.dotProduct_mulVec]
  have hpow : ∀ k : ℕ, form S g ((S⁻¹ * H) ^ k *ᵥ x) = (e : ℂ) ^ k * form S g x := by
    intro k
    induction k with
    | zero => simp
    | succ k ih =>
      rw [pow_succ', ← Matrix.mulVec_mulVec, hstep, ih]
      ring
  induction p using Polynomial.induction_on' with
  | add p q hp hq =>
    unfold form filtered at *
    rw [map_add, Matrix.add_mulVec, Matrix.mulVec_add, dotProduct_add, hp, hq, eval_add]
    ring
  | monomial k a =>
    have h := hpow k
    unfold form filtered at *
    rw [aeval_monomial, ← Algebra.smul_def, Matrix.smul_mulVec, Matrix.mulVec_smul,
      dotProduct_smul, h, eval_monomial, smul_eq_mul]
    ring

/-- Let `H` be Hermitian, `S` positive definite, let `g` span the generalized eigenspace at
`e₀`, and let all other levels be at least `e₁`. If `x` is `S`-orthogonal to `g`, every
nonzero `p(S⁻¹ H) x` has generalized Rayleigh quotient at least `e₁`. -/
theorem ghost_never_revealed {H S : Matrix n n ℂ} (hH : H.IsHermitian) (hS : S.PosDef)
    {g x : n → ℂ} {e₀ e₁ : ℝ} (hg : H *ᵥ g = (e₀ : ℂ) • (S *ᵥ g))
    (hsimple : ∀ v, H *ᵥ v = (e₀ : ℂ) • (S *ᵥ v) → ∃ a : ℂ, v = a • g)
    (hnext : ∀ (e : ℝ) (v : n → ℂ), v ≠ 0 → H *ᵥ v = (e : ℂ) • (S *ᵥ v) →
      e ≠ e₀ → e₁ ≤ e)
    (hx : form S g x = 0) (p : ℂ[X]) (hy : filtered H S p x ≠ 0) :
    e₁ ≤ rayleigh H S (filtered H S p x) := by
  have hgy : form S g (filtered H S p x) = 0 := by
    rw [overlap_filtered hH hS hg, hx, mul_zero]
  generalize filtered H S p x = y at hy hgy ⊢
  have hpos : 0 < (form S y y).re := (Complex.lt_def.1 (hS.dotProduct_mulVec_pos hy)).1
  obtain ⟨V, ε, hV, hHV⟩ := exists_generalized_eigenbasis hH hS
  have hV' : V * (Vᴴ * S) = 1 := mul_eq_one_comm.1 hV
  -- amplitudes of y in the generalized eigenbasis
  obtain ⟨c, hc⟩ : ∃ c, c = Vᴴ *ᵥ (S *ᵥ y) := ⟨_, rfl⟩
  have hyc : V *ᵥ c = y := by
    rw [hc, Matrix.mulVec_mulVec, Matrix.mulVec_mulVec, Matrix.mul_assoc, hV',
      Matrix.one_mulVec]
  have hSsum := form_eq_sum (A := S) (V := V) (d := fun _ => 1) (by simp [hV]) c
  have hHsum := form_eq_sum (A := H) (V := V) (d := ε) (by
    rw [Matrix.mul_assoc, hHV, ← Matrix.mul_assoc, ← Matrix.mul_assoc, hV,
      Matrix.one_mul]) c
  rw [hyc] at hSsum hHsum
  rw [rayleigh, le_div_iff₀ hpos, hSsum, hHsum, Finset.mul_sum]
  refine Finset.sum_le_sum fun j _ => ?_
  have hcol : H *ᵥ (fun i => V i j) = (ε j : ℂ) • (S *ᵥ fun i => V i j) := by
    funext i
    have h := congrFun (congrFun hHV i) j
    rw [Matrix.mul_diagonal] at h
    exact h.trans (mul_comm _ _)
  by_cases hj : ε j = e₀
  · -- the ghost component has zero amplitude
    rw [hj] at hcol
    obtain ⟨a, ha⟩ := hsimple _ hcol
    have hcj : c j = form S (fun i => V i j) y := by rw [hc]; rfl
    have h0 : c j = 0 := by
      rw [hcj, ha, form, star_smul, smul_dotProduct]
      change star a • form S g y = 0
      rw [hgy, smul_zero]
    simp [h0]
  · -- every other component lies at or above e₁
    have hv : (fun i => V i j) ≠ 0 := by
      intro h0
      have h := congrFun (congrFun hV j) j
      have hz : ∀ k, V k j = 0 := fun k => congrFun h0 k
      rw [Matrix.mul_apply, Matrix.one_apply_eq] at h
      simp [hz] at h
    have hle := hnext (ε j) _ hv hcol hj
    have hn := Complex.normSq_nonneg (c j)
    nlinarith [mul_le_mul_of_nonneg_right hle hn]

omit [DecidableEq n] in
/-- If a transformation `R` preserves `S`, and `g` and `x` are multiplied under it by `α` and
`β` with `α* β ≠ 1`, then their `S`-overlap vanishes. -/
theorem overlap_zero_of_symmetry {S R : Matrix n n ℂ} {g x : n → ℂ} {α β : ℂ}
    (hR : Rᴴ * S * R = S) (hg : R *ᵥ g = α • g) (hx : R *ᵥ x = β • x)
    (hne : star α * β ≠ 1) : form S g x = 0 := by
  have h : form S g x = star α * β * form S g x := by
    calc form S g x = form S (R *ᵥ g) (R *ᵥ x) := by
          unfold form
          rw [Matrix.star_mulVec, ← Matrix.dotProduct_mulVec, Matrix.mulVec_mulVec,
            Matrix.mulVec_mulVec, hR]
      _ = _ := by
          rw [hg, hx]
          simp only [form, star_smul, Matrix.mulVec_smul, smul_dotProduct,
            dotProduct_smul, smul_eq_mul]
          ring
  by_contra h0
  exact hne (mul_right_cancel₀ h0 (by rw [one_mul]; exact h.symm))

/-- The exchange of two basis orbitals preserves the overlap matrix with rows `(2, 1)` and `(1, 2)`,
keeps `(1, 1)` and reverses the sign of `(1, -1)`. -/
theorem overlap_zero_of_symmetry_witness :
    (!![0, 1; 1, 0] : Matrix (Fin 2) (Fin 2) ℂ)ᴴ * !![2, 1; 1, 2] * !![0, 1; 1, 0]
      = !![2, 1; 1, 2] ∧
    (!![0, 1; 1, 0] : Matrix (Fin 2) (Fin 2) ℂ) *ᵥ ![1, 1] = (1 : ℂ) • ![1, 1] ∧
    (!![0, 1; 1, 0] : Matrix (Fin 2) (Fin 2) ℂ) *ᵥ ![1, -1] = (-1 : ℂ) • ![1, -1] := by
  refine ⟨?_, ?_, ?_⟩
  · ext i j
    fin_cases i <;> fin_cases j <;> simp [Matrix.mul_apply, Fin.sum_univ_two]
  · ext i
    fin_cases i <;> simp [Matrix.mulVec, dotProduct, Fin.sum_univ_two]
  · ext i
    fin_cases i <;> simp [Matrix.mulVec, dotProduct, Fin.sum_univ_two]

end

end UltrasoftGhost
```

```lean
#print axioms UltrasoftGhost.overlap_filtered
-- 'UltrasoftGhost.overlap_filtered' depends on axioms: [propext, Classical.choice, Quot.sound]
#print axioms UltrasoftGhost.ghost_never_revealed
-- 'UltrasoftGhost.ghost_never_revealed' depends on axioms: [propext, Classical.choice, Quot.sound]
#print axioms UltrasoftGhost.overlap_zero_of_symmetry
-- 'UltrasoftGhost.overlap_zero_of_symmetry' depends on axioms: [propext, Classical.choice, Quot.sound]
```

## From the matrix identities to the bound

`exists_eigenmatrix` puts Mathlib's orthonormal eigenvectors of a Hermitian matrix into the columns of one matrix. `exists_generalized_eigenbasis` uses it twice, first for \(S\) and then for \(B^\dagger HB\). The `calc` blocks are the matrix identities of the derivation, and `mul_eq_one_comm` supplies the step from \(B^\dagger SB = 1\) to \(SBB^\dagger = 1\).

`form_eq_sum` turns a quadratic form into a weighted sum of \(|c_i|^2\). The main proof applies it with all weights equal to 1 for \(S\), and with the levels `ε` for \(H\).

`overlap_filtered` proves the factor \(p(e)\). Inside it, `hrow` is the adjoint equation, `hstep` is one application of \(S^{-1}H\), and `hpow` is the induction over powers. `Polynomial.induction_on'` then extends the result to all polynomials through sums and monomials.

In `ghost_never_revealed`, the first step is `hgy`, the zero overlap after filtering. The `generalize` line then replaces the filtered orbital by an arbitrary `y`, since only its being nonzero and \(S\)-orthogonal to \(g\) matters from there on. `le_div_iff₀` multiplies the inequality by the positive norm, and `Finset.sum_le_sum` reduces it to one term for each `j`.

The split `by_cases hj : ε j = e₀` is the distinction made in the derivation. In the first case `hsimple` makes the column a multiple of `g`, so `c j` is zero. In the second, the normalization of `V` shows that the column is nonzero, `hnext` gives `e₁ ≤ ε j`, and multiplication by \(|c_j|^2 \ge 0\) finishes the term.

`overlap_zero_of_symmetry` derives \(\langle g,Sx\rangle = \alpha^*\beta\langle g,Sx\rangle\) in a `calc` block and cancels the overlap under the assumption that it is nonzero, which contradicts `hne`. The two-orbital equations are checked entry by entry.
